# The number of spin-coupling walks over n orbitals is a difference of two binomial coefficients

A molecule is described by $n$ spatial orbitals, and its electronic states are to be eigenfunctions of the total spin. One way to build them is to take the orbitals in a fixed order and couple the spin of each to what has been built so far. An empty orbital leaves the total spin $S$ as it is, and so does a doubly occupied one, because its two electrons form a singlet pair. A singly occupied orbital adds a spin one half, which changes $S$ to $S+\tfrac12$ or, if $S>0$, to $S-\tfrac12$. If the number of electrons is left open, how many such coupling schemes end at a given spin?

Put $b=2S$. Each scheme is a walk on $0,1,2,\dots$ that starts at $0$ and takes one step per orbital: up by one, down by one, or one of two different level steps. Let $W_n(b)$ be the number of walks with $n$ steps that end at $b$. The answer is

$$W_n(b)=\binom{2n+1}{n-b}-\binom{2n+1}{n-b-1},$$

where a binomial coefficient with a negative lower entry is zero. For two orbitals this gives $5$ singlet, $4$ doublet and $1$ triplet walks. The five singlets are the vacuum, three two-electron schemes and the fully occupied case.

```lean
import Mathlib

open Finset

namespace ConfigurationWalks
```

## Walks as a data type

In Lean, `Walk n b` is the type whose elements are the walks themselves, so the count will be a count of objects and not a recursion laid down in advance. The letter $n$ is the number of orbitals here, not of electrons. The constructors `up` and `down` refer to the change of total spin, not to the spin projection of the electron.

Since `b` is a natural number, and `down` needs a walk that ends at `b + 1`, no walk can pass below zero. This is the rule that a spin one half coupled to $S=0$ gives only $S=\tfrac12$.

```lean
/-- Walks on the nonnegative integers that start at 0, take `n` steps (one per orbital)
and end at `b`, where `b` is twice the total spin. -/
inductive Walk : ℕ → ℕ → Type
  /-- No orbital has been treated yet. -/
  | start : Walk 0 0
  /-- The next orbital is empty. -/
  | empty {n b : ℕ} (w : Walk n b) : Walk (n + 1) b
  /-- The next orbital is doubly occupied. -/
  | double {n b : ℕ} (w : Walk n b) : Walk (n + 1) b
  /-- The next orbital is singly occupied and raises the spin by one half. -/
  | up {n b : ℕ} (w : Walk n b) : Walk (n + 1) (b + 1)
  /-- The next orbital is singly occupied and lowers the spin by one half. -/
  | down {n b : ℕ} (w : Walk n (b + 1)) : Walk (n + 1) b
```

The wall at zero affects the count as soon as there are two orbitals. If walks may visit $-1$, the sequence "down, up" also leads from $0$ to $0$, and there are six two-step walks instead of five. The formula gives $\binom52-\binom51=5$.

The step from this model to quantum mechanics is the statement that the walks ending at $b$ label a complete set of linearly independent spin eigenfunctions for each fixed spin projection. That is a property of the genealogical construction of spin functions, and it is taken as known here; the theorems count walks.

## Removing the last orbital

A walk of $n+1$ steps that ends at $0$ came from $0$ by one of the two level steps, or from $1$ by a down step. An up step cannot end at $0$. The walks therefore fall into three classes, each a copy of a set of shorter walks. The bijection is written out with its inverse, and both compositions are checked case by case.

```lean
/-- Removing the last orbital from a walk that ends at 0: it was empty, doubly occupied,
or lowered the spin. -/
def lastStepZero (n : ℕ) : Walk (n + 1) 0 ≃ Walk n 0 ⊕ Walk n 0 ⊕ Walk n 1 where
  toFun
    | .empty w => .inl w
    | .double w => .inr (.inl w)
    | .down w => .inr (.inr w)
  invFun
    | .inl w => .empty w
    | .inr (.inl w) => .double w
    | .inr (.inr w) => .down w
  left_inv := by intro w; cases w <;> rfl
  right_inv := by rintro (w | w | w) <;> rfl
```

Away from the wall, a walk that ends at $b+1$ came from $b+1$ in two ways, from $b$ by an up step, or from $b+2$ by a down step.

```lean
/-- Removing the last orbital from a walk that ends at `b + 1`: it was empty, doubly occupied,
raised the spin, or lowered the spin. -/
def lastStepSucc (n b : ℕ) : Walk (n + 1) (b + 1) ≃
    Walk n (b + 1) ⊕ Walk n (b + 1) ⊕ Walk n b ⊕ Walk n (b + 2) where
  toFun
    | .empty w => .inl w
    | .double w => .inr (.inl w)
    | .up w => .inr (.inr (.inl w))
    | .down w => .inr (.inr (.inr w))
  invFun
    | .inl w => .empty w
    | .inr (.inl w) => .double w
    | .inr (.inr (.inl w)) => .up w
    | .inr (.inr (.inr w)) => .down w
  left_inv := by intro w; cases w <;> rfl
  right_inv := by rintro (w | w | w | w) <;> rfl
```

The count is `Nat.card`, which returns zero for an infinite type, so finiteness has to be established. With no orbitals there is at most one walk to any end point. With one more orbital, the bijections express the new set as a finite disjoint union of finite sets.

```lean
/-- There are finitely many walks with a given number of orbitals and a given end point. -/
instance finiteWalk (n b : ℕ) : Finite (Walk n b) := by
  induction n generalizing b with
  | zero =>
    have : Subsingleton (Walk 0 b) := ⟨by intro u v; cases u; cases v; rfl⟩
    infer_instance
  | succ n ih =>
    cases b with
    | zero => exact Finite.of_equiv _ (lastStepZero n).symm
    | succ b => exact Finite.of_equiv _ (lastStepSucc n b).symm
```

Counting both sides of the first bijection gives the recursion at the wall,

$$W_{n+1}(0)=2W_n(0)+W_n(1).$$

```lean
/-- Adding one orbital: the number of walks ending at 0 is twice the previous number at 0
plus the previous number at 1. -/
theorem card_succ_zero (n : ℕ) :
    Nat.card (Walk (n + 1) 0) = 2 * Nat.card (Walk n 0) + Nat.card (Walk n 1) := by
  rw [Nat.card_congr (lastStepZero n), Nat.card_sum, Nat.card_sum]
  ring
```

The second bijection gives the recursion elsewhere,

$$W_{n+1}(b+1)=W_n(b)+2W_n(b+1)+W_n(b+2).$$

```lean
/-- Adding one orbital away from the boundary: the new number of walks is the sum of the
previous numbers at the two neighbouring points and twice that at the same point. -/
theorem card_succ_succ (n b : ℕ) :
    Nat.card (Walk (n + 1) (b + 1)) =
      Nat.card (Walk n b) + 2 * Nat.card (Walk n (b + 1)) + Nat.card (Walk n (b + 2)) := by
  rw [Nat.card_congr (lastStepSucc n b), Nat.card_sum, Nat.card_sum, Nat.card_sum]
  ring
```

## Solving the recursion with Pascal's rule

The weights $1,2,1$ also appear when Pascal's rule is applied twice:

$$\binom{N+2}{k+2}=\binom{N}{k}+2\binom{N}{k+1}+\binom{N}{k+2}.$$

```lean
/-- Pascal's rule applied twice, the binomial counterpart of adding one orbital. -/
theorem pascal_twice (N k : ℕ) :
    (N + 2).choose (k + 2) = N.choose k + 2 * N.choose (k + 1) + N.choose (k + 2) := by
  change (N + 1 + 1).choose (k + 1 + 1) =
    N.choose k + 2 * N.choose (k + 1) + N.choose (k + 1 + 1)
  rw [Nat.choose_succ_succ' (N + 1) (k + 1), Nat.choose_succ_succ' N k,
    Nat.choose_succ_succ' N (k + 1)]
  ring
```

This suggests a solution built from binomial coefficients whose upper entry grows by two with each orbital. Write $N=2n+1$. The claim is

$$W_n(b)=\binom{N}{n+b+1}-\binom{N}{n+b+2},$$

and it is proved by induction on $n$ for all $b$ at once.

For $n=0$ and $b=0$ there is one walk, and $\binom11-\binom12=1$. For $n=0$ and $b>0$ there is none, and both binomials vanish.

For the step away from the wall, insert the claim into the recursion:

$$\begin{aligned}W_{n+1}(b+1)={}&\binom{N}{n+b+1}-\binom{N}{n+b+2}+2\binom{N}{n+b+2}-2\binom{N}{n+b+3}\\&+\binom{N}{n+b+3}-\binom{N}{n+b+4}.\end{aligned}$$

The positive terms add up to $\binom{N+2}{n+b+3}$ and the negative ones to $\binom{N+2}{n+b+4}$, by the double Pascal rule. This is the claim for $n+1$ and $b+1$.

At the wall the recursion gives

$$W_{n+1}(0)=2\binom{N}{n+1}-\binom{N}{n+2}-\binom{N}{n+3},$$

while the double Pascal rule gives

$$\binom{N+2}{n+2}-\binom{N+2}{n+3}=\binom{N}{n}+\binom{N}{n+1}-\binom{N}{n+2}-\binom{N}{n+3}.$$

The two agree because $\binom{N}{n}=\binom{N}{n+1}$ for $N=2n+1$.

In Lean the claim is stated as a sum, which avoids subtraction of natural numbers. The hypotheses `h0`, `h1` and `h2` are the induction hypothesis at neighbouring end points, `p0` and `p1` are the two uses of Pascal's rule, and `hs` is the symmetry at the wall. Once the indices have been brought to the same form, each case of the induction step follows by linear arithmetic, which `omega` carries out.

```lean
/-- The number of walks from 0 to `b` over `n` orbitals, written without subtraction as a
relation between two neighbouring binomial coefficients. -/
theorem card_add_choose (n b : ℕ) :
    Nat.card (Walk n b) + (2 * n + 1).choose (n + b + 2) = (2 * n + 1).choose (n + b + 1) := by
  induction n generalizing b with
  | zero =>
    cases b with
    | zero =>
      have : Nonempty (Walk 0 0) := ⟨.start⟩
      have : Subsingleton (Walk 0 0) := ⟨by intro u v; cases u; cases v; rfl⟩
      rw [Nat.card_unique]
      decide
    | succ b =>
      have : IsEmpty (Walk 0 (b + 1)) := ⟨fun w => nomatch w⟩
      rw [Nat.card_of_isEmpty, Nat.choose_eq_zero_of_lt (by omega),
        Nat.choose_eq_zero_of_lt (by omega)]
  | succ n ih =>
    cases b with
    | zero =>
      -- at the boundary the recursion matches Pascal's rule because
      -- C(2n+1, n) = C(2n+1, n+1)
      have h0 : Nat.card (Walk n 0) + (2 * n + 1).choose (n + 2)
          = (2 * n + 1).choose (n + 1) := ih 0
      have h1 : Nat.card (Walk n 1) + (2 * n + 1).choose (n + 3)
          = (2 * n + 1).choose (n + 2) := ih 1
      have p0 := pascal_twice (2 * n + 1) n
      have p1 := pascal_twice (2 * n + 1) (n + 1)
      rw [show n + 1 + 1 = n + 2 by omega, show n + 1 + 2 = n + 3 by omega] at p1
      have hs := Nat.choose_symm_half n
      rw [card_succ_zero, show 2 * (n + 1) + 1 = 2 * n + 1 + 2 by ring,
        show n + 1 + 0 + 2 = n + 3 by omega, show n + 1 + 0 + 1 = n + 2 by omega]
      omega
    | succ b =>
      have h0 := ih b
      have h1 := ih (b + 1)
      have h2 := ih (b + 2)
      rw [show n + (b + 1) + 2 = n + b + 3 by omega,
        show n + (b + 1) + 1 = n + b + 2 by omega] at h1
      rw [show n + (b + 2) + 2 = n + b + 4 by omega,
        show n + (b + 2) + 1 = n + b + 3 by omega] at h2
      have p0 := pascal_twice (2 * n + 1) (n + b + 1)
      have p1 := pascal_twice (2 * n + 1) (n + b + 2)
      rw [show n + b + 1 + 1 = n + b + 2 by omega,
        show n + b + 1 + 2 = n + b + 3 by omega] at p0
      rw [show n + b + 2 + 1 = n + b + 3 by omega,
        show n + b + 2 + 2 = n + b + 4 by omega] at p1
      rw [card_succ_succ, show 2 * (n + 1) + 1 = 2 * n + 1 + 2 by ring,
        show n + 1 + (b + 1) + 2 = n + b + 4 by omega,
        show n + 1 + (b + 1) + 1 = n + b + 3 by omega]
      omega
```

## The formula with lower entries n − b and n − b − 1

For $b=n$ the second lower entry is $-1$. Subtraction of natural numbers would turn it into $0$ and give the wrong value $1-1=0$, although there is one walk, with every orbital singly occupied and every step up. A binomial coefficient with an integer lower entry is therefore defined.

```lean
/-- The binomial coefficient with an integer lower entry, equal to zero when that entry
is negative. -/
def binom (N : ℕ) (k : ℤ) : ℤ := if 0 ≤ k then (N.choose k.toNat : ℤ) else 0
```

Reflection of the row $2n+1$ about its centre reads

$$\binom{2n+1}{n-c}=\binom{2n+1}{n+c+1}.$$

For $c\le n$ the two lower entries add up to $2n+1$, which is the usual symmetry. For $c>n$ the left side is zero by definition, and the right side is zero because $n+c+1>2n+1$.

```lean
/-- Reflection of the binomial coefficients of odd order `2n + 1` about their centre. -/
theorem binom_reflect (n c : ℕ) :
    binom (2 * n + 1) ((n : ℤ) - c) = ((2 * n + 1).choose (n + c + 1) : ℤ) := by
  unfold binom
  split_ifs with h
  · have ht : ((n : ℤ) - c).toNat = n - c := by omega
    rw [ht, Nat.choose_symm_of_eq_add (show 2 * n + 1 = (n - c) + (n + c + 1) by omega)]
  · rw [Nat.choose_eq_zero_of_lt (show 2 * n + 1 < n + c + 1 by omega)]
    rfl
```

Using this with $c=b$ and $c=b+1$ turns the relation found by induction into the formula stated at the start. The theorem holds for all natural numbers `n` and `b`. For $b>n$ both terms vanish, as they should, since $n$ steps cannot reach $b$. The equation is between integers, so the cardinality on the left is cast to `ℤ`.

```lean
/-- The number of configuration walks over `n` orbitals with twice the spin equal to `b`,
all electron numbers taken together, is C(2n+1, n-b) - C(2n+1, n-b-1). -/
theorem card_walk (n b : ℕ) :
    (Nat.card (Walk n b) : ℤ) =
      binom (2 * n + 1) ((n : ℤ) - b) - binom (2 * n + 1) ((n : ℤ) - b - 1) := by
  have h := card_add_choose n b
  rw [show (n : ℤ) - b - 1 = (n : ℤ) - ((b + 1 : ℕ) : ℤ) by push_cast; ring,
    binom_reflect n b, binom_reflect n (b + 1), show n + (b + 1) + 1 = n + b + 2 by omega]
  omega
```

In electronic structure theory this is the number of configuration state functions of spin $b/2$, for one spin projection, in a full configuration interaction expansion over $n$ orbitals, summed over all electron numbers and without use of spatial symmetry. The electron number can be read off each walk, but it is not an index of the type `Walk n b`, and the counts for single electron numbers are not derived here.

## Singlets and Catalan numbers

For $b=0$ the relation reads $W_n(0)=\binom{N}{n+1}-\binom{N}{n+2}$, again with $N=2n+1$. Neighbouring binomials satisfy $(n+2)\binom{N}{n+2}=n\binom{N}{n+1}$, hence

$$(n+2)\,W_n(0)=(n+2-n)\binom{N}{n+1}=2\binom{2n+1}{n+1}=\binom{2n+2}{n+1}.$$

The Catalan number $C_m$ satisfies $(m+1)\,C_m=\binom{2m}{m}$. With $m=n+1$ this gives $W_n(0)=C_{n+1}$. The sequence begins $1,2,5,14$ for $n=0,1,2,3$.

In the proof, `hs` is the ratio of neighbouring binomials, `hb` rewrites the central binomial coefficient, and `hc` is the relation $(m+1)\,C_m=\binom{2m}{m}$ for $m=n+1$, which Mathlib proves from its recursive definition of the Catalan numbers. The factor $n+2$ is cancelled at the end.

```lean
/-- The number of singlet walks over `n` orbitals, all electron numbers taken together,
is the Catalan number of index `n + 1`. -/
theorem card_singlet (n : ℕ) : Nat.card (Walk n 0) = catalan (n + 1) := by
  have h : Nat.card (Walk n 0) + (2 * n + 1).choose (n + 2)
      = (2 * n + 1).choose (n + 1) := card_add_choose n 0
  have h' : (n + 2) * (Nat.card (Walk n 0) + (2 * n + 1).choose (n + 2))
      = (n + 2) * (2 * n + 1).choose (n + 1) := by rw [h]
  -- ratio of neighbouring binomial coefficients
  have hs := Nat.choose_succ_right_eq (2 * n + 1) (n + 1)
  rw [show 2 * n + 1 - (n + 1) = n by omega, show n + 1 + 1 = n + 2 by omega] at hs
  have hb : Nat.centralBinom (n + 1) = 2 * (2 * n + 1).choose (n + 1) := by
    rw [Nat.centralBinom_eq_two_mul_choose, show 2 * (n + 1) = 2 * n + 1 + 1 by ring,
      Nat.choose_succ_succ', Nat.choose_symm_half]
    ring
  have hc := succ_mul_catalan_eq_centralBinom (n + 1)
  rw [hb] at hc
  apply Nat.eq_of_mul_eq_mul_left (show 0 < n + 2 by omega)
  nlinarith [h', hs, hc]
```

## Spin multiplicities add up to the Fock space dimension

Each spin $S$ comes with $2S+1=b+1$ spin projections. Each orbital has four occupation states: empty, spin up, spin down and doubly occupied. The Fock space of $n$ orbitals therefore has dimension $4^n$, and the walks weighted by $b+1$ should add up to this number.

Put $B_b=\binom{2n+1}{n+b+1}$, so that $W_n(b)=B_b-B_{b+1}$. Summation by parts gives, for every $m$,

$$\sum_{b=0}^{m-1}(b+1)\,W_n(b)+m\,B_m=\sum_{b=0}^{m-1}B_b.$$

Take $m=n+1$. Then $B_{n+1}=\binom{2n+1}{2n+2}=0$, and

$$\sum_{b=0}^{n}(b+1)\,W_n(b)=\sum_{b=0}^{n}\binom{2n+1}{n+b+1}=\tfrac12\,2^{2n+1}=4^n,$$

because the sum runs over the upper half of a symmetric row. For two orbitals it is $1\cdot5+2\cdot4+3\cdot1=16$.

The Lean proof establishes `parts` by induction on `m`. It then reflects the upper half of the row onto the lower half, whose sum Mathlib supplies as `Nat.sum_range_choose_halfway`. The theorem is an equality of natural numbers; its reading as a dimension rests on the count of occupation states above.

```lean
/-- The numbers of walks over `n` orbitals that end at `b = 0, ..., n`, each multiplied by `b + 1`,
add up to `4 ^ n`. -/
theorem sum_multiplicity (n : ℕ) :
    ∑ b ∈ range (n + 1), (b + 1) * Nat.card (Walk n b) = 4 ^ n := by
  -- summation by parts
  have parts : ∀ m : ℕ, ∑ b ∈ range m, (b + 1) * Nat.card (Walk n b)
      + m * (2 * n + 1).choose (n + m + 1)
      = ∑ b ∈ range m, (2 * n + 1).choose (n + b + 1) := by
    intro m
    induction m with
    | zero => simp
    | succ m ih =>
      rw [sum_range_succ, sum_range_succ, ← ih, show n + (m + 1) + 1 = n + m + 2 by omega,
        ← card_add_choose n m]
      ring
  have h := parts (n + 1)
  rw [Nat.choose_eq_zero_of_lt (show 2 * n + 1 < n + (n + 1) + 1 by omega),
    mul_zero, add_zero] at h
  -- the upper half of the binomial row equals the lower half
  rw [h, ← Nat.sum_range_choose_halfway n]
  refine Eq.trans ?_ (sum_range_reflect (fun i => (2 * n + 1).choose i) (n + 1))
  refine sum_congr rfl fun b hb => ?_
  have hb' := mem_range.mp hb
  change (2 * n + 1).choose (n + b + 1) = (2 * n + 1).choose (n + 1 - 1 - b)
  exact Nat.choose_symm_of_eq_add (by omega)

end ConfigurationWalks
```

```lean
#print axioms ConfigurationWalks.card_add_choose
#print axioms ConfigurationWalks.card_walk
#print axioms ConfigurationWalks.card_singlet
#print axioms ConfigurationWalks.sum_multiplicity
```

```
'ConfigurationWalks.card_add_choose' depends on axioms: [propext, Classical.choice, Quot.sound]
'ConfigurationWalks.card_walk' depends on axioms: [propext, Classical.choice, Quot.sound]
'ConfigurationWalks.card_singlet' depends on axioms: [propext, Classical.choice, Quot.sound]
'ConfigurationWalks.sum_multiplicity' depends on axioms: [propext, Classical.choice, Quot.sound]
```
